# Commuting a zero-diagonal Jastrow operator with a fermion hop: two-body terms at first order, up to three-body at second

When an electron hops from orbital $q$ to orbital $p$, its correlation with the other electrons can change. If the correlation is described by a Jastrow factor $e^{J}$ that depends only on occupation numbers, how does the hop fail to commute with $J$, and how many particles does the resulting operator couple?

Let $c_p$ and $a_p$ create and annihilate a fermion in mode $p$ of a finite set, let $n_r=c_ra_r$, and let

$$J=\tfrac12\sum_{r,s}u_{rs}\,n_rn_s,\qquad u_{rs}=u_{sr},\quad u_{rr}=0 .$$

The symmetric matrix $u$ holds the pair correlations. Its zero diagonal means that a mode is not correlated with itself: since $n_r^2=n_r$ for fermions, a diagonal entry would only add a one-body term to $J$. For all $p,q$,

$$[J,c_pa_q]=c_pa_qW_{pq},\qquad W_{pq}=\sum_r(u_{pr}-u_{qr})\,n_r-u_{pq}.$$

In normal order this is purely two-body:

$$[J,c_pa_q]=\sum_r(u_{pr}-u_{qr})\,c_pc_ra_ra_q .$$

Three-body operators can first appear in the double commutator.

## Use in transcorrelation and variational Monte Carlo

A transcorrelated Hamiltonian has the expansion

$$e^{-J}He^{J}=H-[J,H]+\tfrac12[J,[J,H]]-\cdots$$

For a hopping term $\sum_{pq}t_{pq}c_pa_q$ on finitely many modes and a $J$ of the form above, the first commutator contributes $-t_{pq}(u_{pr}-u_{qr})$ as the coefficient of $c_pc_ra_ra_q$. It contains no three-body operators; the second commutator in general does. These coefficients require a $J$ that is diagonal in the occupation numbers of the chosen modes, as is natural in lattice models. A Jastrow factor written as a function of electron coordinates is in general not diagonal in the occupations of molecular orbitals, and the formula does not apply to it there.

The operator $W_{pq}$ also has a direct reading in variational Monte Carlo with such a Jastrow factor. On a configuration with $q$ occupied and $p\neq q$ empty, its value is the change in the Jastrow exponent caused by the hop. The term $-u_{pq}$ removes the correlation of the electron at $p$ with its own former position $q$.

## From anticommutators to three-body terms

The canonical anticommutation relations are

$$\{a_p,a_q\}=0,\qquad \{c_p,c_q\}=0,\qquad \{a_p,c_q\}=\delta_{pq}.$$

**Occupation shifts.** Moving an annihilator past a number operator gives

$$a_qn_r=(\delta_{qr}-c_ra_q)a_r=n_ra_q+\delta_{qr}a_q .$$

Similarly,

$$n_rc_p=c_r(\delta_{rp}-c_pa_r)=c_pn_r+\delta_{rp}c_p .$$

Together these give, with $X=c_pa_q$,

$$n_rX=Xn_r+d_rX,\qquad d_r=\delta_{rp}-\delta_{rq}.$$

**The commutator.** Applying the shift twice yields

$$n_rn_sX=X n_rn_s+d_sXn_r+d_rXn_s+d_rd_sX .$$

Multiply by $\tfrac12u_{rs}$ and sum. The two linear terms are equal because $u$ is symmetric, so

$$[J,X]=X\Big(\sum_r\Big(\sum_su_{rs}d_s\Big)n_r+\tfrac12\sum_{r,s}u_{rs}d_rd_s\Big).$$

For the hop, $\sum_su_{rs}d_s=u_{rp}-u_{rq}=u_{pr}-u_{qr}$. The constant is

$$\tfrac12(u_{pp}-u_{pq}-u_{qp}+u_{qq})=-u_{pq},$$

which proves the first identity.

**Normal order.** The first reordering rule gives

$$c_pa_qn_r=c_pc_ra_ra_q+\delta_{qr}c_pa_q .$$

After summation the delta term is $(u_{pq}-u_{qq})c_pa_q=u_{pq}c_pa_q$. It cancels the constant in $W_{pq}$ and leaves the two-body form.

**Nested commutators.** Setting $p=q=r$ in the first identity gives $[J,n_r]=0$, so $J$ commutes with $W_{pq}$. Therefore

$$[J,c_pa_qW_{pq}^k]=[J,c_pa_q]W_{pq}^k=c_pa_qW_{pq}^{k+1},$$

and by induction the $k$-fold nested commutator is $c_pa_qW_{pq}^k$.

For $k=2$, write $v_r=u_{pr}-u_{qr}$ and start from $\sum_rv_r\,c_pc_ra_ra_q\,W_{pq}$. Moving $n_s$ to the left past $a_q$ and $a_r$ gives

$$c_pc_ra_ra_qn_s=c_pc_rc_sa_sa_ra_q+(\delta_{qs}+\delta_{rs})c_pc_ra_ra_q .$$

Weighted by $v_s$ and summed over $s$, the deltas give $v_q+v_r$. Since $v_q=u_{pq}$ cancels the constant in $W_{pq}$,

$$[J,[J,c_pa_q]]=\sum_{r,s}v_rv_s\,c_pc_rc_sa_sa_ra_q+\sum_rv_r^2\,c_pc_ra_ra_q .$$

A three-body term vanishes if $r=s$ or if either index equals $p$ or $q$. For $p=q$ all the $v_r$ are zero. A nonzero three-body part therefore needs at least four modes.

**A single creator.** The same shift argument applies to $X=c_p$, where $d_r=\delta_{rp}$. It gives $[J,c_p]=c_p\sum_ru_{pr}n_r$, where the sum is the change in the Jastrow exponent when a particle is added to the empty mode $p$.

## The Lean file

```lean
import Mathlib

open Matrix

namespace TranscorrelatedJastrow

noncomputable section

variable {ι A : Type*} [Ring A] [Algebra ℂ A]

/-- The occupation number operator `n_r = c_r a_r` of mode `r`. -/
def number (c a : ι → A) (r : ι) : A := c r * a r

/-- The Jastrow operator `J = (1/2) ∑ u_rs n_r n_s`. -/
def jastrow [Fintype ι] (u : ι → ι → ℂ) (c a : ι → A) : A :=
  (1 / 2 : ℂ) • ∑ r, ∑ s, u r s • (number c a r * number c a s)

/-- The operator `W_pq = ∑_r (u_pr - u_qr) n_r - u_pq`. -/
def hopField [Fintype ι] (u : ι → ι → ℂ) (c a : ι → A) (p q : ι) : A :=
  ∑ r, (u p r - u q r) • number c a r - u p q • (1 : A)

/-- If an operator `X` shifts every occupation number `n_r` by `d_r`, its commutator with the
Jastrow operator of a symmetric `u` is `X` times a linear combination of the occupation numbers and
the identity. -/
theorem jastrow_commutator_of_shift [Fintype ι] {u : ι → ι → ℂ} (hu : ∀ r s, u r s = u s r)
    (c a : ι → A) (X : A) (d : ι → ℂ)
    (hX : ∀ r, number c a r * X = X * number c a r + d r • X) :
    jastrow u c a * X - X * jastrow u c a =
      X * (∑ r, (∑ s, u r s * d s) • number c a r
        + ((1 / 2 : ℂ) * ∑ r, ∑ s, u r s * (d r * d s)) • (1 : A)) := by
  -- move `X` to the left through a product of two occupation numbers
  have h0 : ∀ r s, number c a r * number c a s * X = X * (number c a r * number c a s) +
      (d s • (X * number c a r) + d r • (X * number c a s) + (d r * d s) • X) := by
    intro r s
    calc number c a r * number c a s * X = number c a r * (number c a s * X) := mul_assoc _ _ _
      _ = number c a r * X * number c a s + d s • (number c a r * X) := by
        rw [hX s, mul_add, mul_smul_comm, mul_assoc]
      _ = _ := by
        rw [hX r, add_mul, smul_mul_assoc, mul_assoc]
        module
  have h1 : jastrow u c a * X = X * jastrow u c a + (1 / 2 : ℂ) •
      (∑ r, ∑ s, (u r s * d s) • (X * number c a r)
        + ∑ r, ∑ s, (u r s * d r) • (X * number c a s)
        + ∑ r, ∑ s, (u r s * (d r * d s)) • X) := by
    simp only [jastrow, smul_mul_assoc, mul_smul_comm, Finset.sum_mul, Finset.mul_sum, h0,
      smul_add, Finset.sum_add_distrib, smul_smul]
    try abel
  -- the two linear terms agree because `u` is symmetric
  have hA : ∑ r, ∑ s, (u r s * d s) • (X * number c a r)
      = ∑ r, (∑ s, u r s * d s) • (X * number c a r) := by
    simp only [Finset.sum_smul]
  have hB : ∑ r, ∑ s, (u r s * d r) • (X * number c a s)
      = ∑ r, (∑ s, u r s * d s) • (X * number c a r) := by
    rw [Finset.sum_comm, ← hA]
    refine Finset.sum_congr rfl fun x _ => Finset.sum_congr rfl fun y _ => ?_
    rw [hu y x]
  have hC : ∑ r, ∑ s, (u r s * (d r * d s)) • X
      = (∑ r, ∑ s, u r s * (d r * d s)) • X := by
    simp only [Finset.sum_smul]
  rw [h1, hA, hB, hC, mul_add, Finset.mul_sum]
  simp only [mul_smul_comm, mul_one]
  module

variable [DecidableEq ι]

/-- The canonical anticommutation relations for creators `c` and annihilators `a`. -/
structure IsCAR (c a : ι → A) : Prop where
  aa : ∀ p q, a p * a q + a q * a p = 0
  cc : ∀ p q, c p * c q + c q * c p = 0
  ac : ∀ p q, a p * c q + c q * a p = if p = q then 1 else 0

/-- Reordering rule `a_q n_r = n_r a_q + δ_qr a_q`. -/
theorem annihilator_mul_number {c a : ι → A} (h : IsCAR c a) (q r : ι) :
    a q * number c a r = number c a r * a q + (if q = r then (1 : ℂ) else 0) • a q := by
  have key : ∀ D : A, a q * c r + c r * a q = D →
      a q * (c r * a r) = c r * a r * a q + D * a r := by
    intro D hD
    linear_combination (norm := noncomm_ring) hD * a r - c r * h.aa r q
  rw [number, key _ (h.ac q r)]
  by_cases hr : q = r
  · subst hr; simp
  · simp [hr]

/-- The hopping operator `c_p a_q` shifts the occupation `n_r` by `δ_rp - δ_rq`. -/
theorem number_mul_hop {c a : ι → A} (h : IsCAR c a) (p q r : ι) :
    number c a r * (c p * a q) = c p * a q * number c a r
      + ((if r = p then (1 : ℂ) else 0) - (if r = q then 1 else 0)) • (c p * a q) := by
  have key : ∀ D : A, a r * c p + c p * a r = D →
      c r * a r * (c p * a q) = c p * (c r * a r * a q) + c r * D * a q := by
    intro D hD
    linear_combination (norm := noncomm_ring) c r * hD * a q - h.cc r p * a r * a q
  have e1 : c r * (if r = p then (1 : A) else 0) * a q
      = (if r = p then (1 : ℂ) else 0) • (c p * a q) := by
    by_cases hr : r = p
    · subst hr; simp
    · simp [hr]
  have e2 : c r * a r * a q = a q * number c a r - (if r = q then (1 : ℂ) else 0) • a q := by
    have e := annihilator_mul_number h q r
    simp only [eq_comm (a := q) (b := r)] at e
    rw [e, add_sub_cancel_right, number]
  rw [show number c a r = c r * a r from rfl, key _ (h.ac r p), e1, e2, mul_sub,
    mul_smul_comm, ← mul_assoc, show number c a r = c r * a r from rfl]
  module

variable [Fintype ι]

/-- Commutator of the Jastrow operator with a hopping operator: for symmetric `u` with zero
diagonal, `[J, c_p a_q] = c_p a_q (∑_r (u_pr - u_qr) n_r - u_pq)`. -/
theorem jastrow_commutator_hop {c a : ι → A} (h : IsCAR c a) {u : ι → ι → ℂ}
    (hu : ∀ r s, u r s = u s r) (hd : ∀ r, u r r = 0) (p q : ι) :
    jastrow u c a * (c p * a q) - c p * a q * jastrow u c a =
      c p * a q * (∑ r, (u p r - u q r) • number c a r - u p q • (1 : A)) := by
  let d : ι → ℂ := fun r => (if r = p then (1 : ℂ) else 0) - (if r = q then 1 else 0)
  have hs : ∀ f : ι → ℂ, ∑ s, f s * d s = f p - f q := by
    intro f
    simp [d, mul_sub, Finset.sum_sub_distrib]
  have hsum : ∑ r, (∑ s, u r s * d s) • number c a r
      = ∑ r, (u p r - u q r) • number c a r :=
    Finset.sum_congr rfl fun r _ => by rw [hs (u r), hu r p, hu r q]
  -- the quadratic form of the shift leaves only the pair `p, q`
  have hc : ∑ r, ∑ s, u r s * (d r * d s) = -2 * u p q := by
    have e : ∀ r, ∑ s, u r s * (d r * d s) = (u r p - u r q) * d r := by
      intro r
      rw [← hs (u r), Finset.sum_mul]
      exact Finset.sum_congr rfl fun s _ => by ring
    rw [Finset.sum_congr rfl fun r _ => e r, hs (fun r => u r p - u r q)]
    linear_combination hd p + hd q - hu q p
  rw [jastrow_commutator_of_shift hu c a _ d (number_mul_hop h p q), hsum, hc]
  congr 1
  module

/-- In normal order the commutator of `J` with a hopping operator is purely two-body. -/
theorem jastrow_commutator_two_body {c a : ι → A} (h : IsCAR c a) {u : ι → ι → ℂ}
    (hu : ∀ r s, u r s = u s r) (hd : ∀ r, u r r = 0) (p q : ι) :
    jastrow u c a * (c p * a q) - c p * a q * jastrow u c a =
      ∑ r, (u p r - u q r) • (c p * c r * a r * a q) := by
  have hT : ∀ r, c p * a q * number c a r = c p * c r * a r * a q
      + (if q = r then (1 : ℂ) else 0) • (c p * a q) := by
    intro r
    rw [mul_assoc, annihilator_mul_number h, mul_add, mul_smul_comm]
    simp only [number, mul_assoc]
  have h2 : ∑ r, (u p r - u q r) • ((if q = r then (1 : ℂ) else 0) • (c p * a q))
      = (u p q - u q q) • (c p * a q) := by
    simp [ite_smul, smul_ite]
  rw [jastrow_commutator_hop h hu hd]
  simp only [mul_sub, Finset.mul_sum, mul_smul_comm, mul_one, hT, smul_add,
    Finset.sum_add_distrib]
  rw [h2, hd q]
  module

/-- The `k`-fold nested commutator of `J` with `c_p a_q` is `c_p a_q W_pq ^ k`. -/
theorem nested_commutator {c a : ι → A} (h : IsCAR c a) {u : ι → ι → ℂ}
    (hu : ∀ r s, u r s = u s r) (hd : ∀ r, u r r = 0) (p q : ι) (k : ℕ) :
    (fun X : A => jastrow u c a * X - X * jastrow u c a)^[k] (c p * a q) =
      c p * a q * hopField u c a p q ^ k := by
  -- `J` commutes with each occupation number, hence with `W_pq`
  have hn : ∀ r, jastrow u c a * number c a r = number c a r * jastrow u c a := by
    intro r
    have e := jastrow_commutator_hop h hu hd r r
    simp only [sub_self, zero_smul, Finset.sum_const_zero, hd, mul_zero] at e
    exact sub_eq_zero.mp e
  have hW : Commute (jastrow u c a) (hopField u c a p q) := by
    change jastrow u c a * hopField u c a p q = hopField u c a p q * jastrow u c a
    simp only [hopField, mul_sub, sub_mul, Finset.mul_sum, Finset.sum_mul, mul_smul_comm,
      smul_mul_assoc, hn, mul_one, one_mul]
  have core : ∀ J E Y : A, J * (E * Y) - E * Y * J
      = (J * E - E * J) * Y + E * (J * Y - Y * J) := by
    intro J E Y
    noncomm_ring
  have hE : jastrow u c a * (c p * a q) - c p * a q * jastrow u c a
      = c p * a q * hopField u c a p q := jastrow_commutator_hop h hu hd p q
  induction k with
  | zero => simp
  | succ k ih =>
    rw [Function.iterate_succ_apply', ih]
    change jastrow u c a * (c p * a q * hopField u c a p q ^ k)
      - c p * a q * hopField u c a p q ^ k * jastrow u c a = _
    rw [core, hE, (hW.pow_right k).eq, sub_self, mul_zero, add_zero, pow_succ', mul_assoc]

/-- The double commutator `[J, [J, c_p a_q]]` in normal order is a sum of three-body and
two-body operators. -/
theorem double_commutator_three_body {c a : ι → A} (h : IsCAR c a) {u : ι → ι → ℂ}
    (hu : ∀ r s, u r s = u s r) (hd : ∀ r, u r r = 0) (p q : ι) :
    jastrow u c a * (jastrow u c a * (c p * a q) - c p * a q * jastrow u c a)
      - (jastrow u c a * (c p * a q) - c p * a q * jastrow u c a) * jastrow u c a =
      ∑ r, ∑ s, ((u p r - u q r) * (u p s - u q s)) • (c p * c r * c s * a s * a r * a q)
        + ∑ r, (u p r - u q r) ^ 2 • (c p * c r * a r * a q) := by
  have hEW : c p * a q * hopField u c a p q = ∑ r, (u p r - u q r) • (c p * c r * a r * a q) :=
    (jastrow_commutator_hop h hu hd p q).symm.trans (jastrow_commutator_two_body h hu hd p q)
  have hs : ∀ (t : ι) (X : A), ∑ s, (u p s - u q s) • ((if t = s then (1 : ℂ) else 0) • X)
      = (u p t - u q t) • X := by
    intro t X
    simp [ite_smul, smul_ite]
  -- normal order a two-body operator times an occupation number
  have hT : ∀ r s, c p * c r * a r * a q * number c a s = c p * c r * c s * a s * a r * a q
      + (if q = s then (1 : ℂ) else 0) • (c p * c r * a r * a q)
      + (if r = s then (1 : ℂ) else 0) • (c p * c r * a r * a q) := by
    intro r s
    calc c p * c r * a r * a q * number c a s = c p * c r * a r * (a q * number c a s) := by
          simp only [mul_assoc]
      _ = c p * c r * (a r * number c a s) * a q
          + (if q = s then (1 : ℂ) else 0) • (c p * c r * a r * a q) := by
          rw [annihilator_mul_number h q s]
          simp only [mul_add, mul_smul_comm, mul_assoc]
      _ = _ := by
          rw [annihilator_mul_number h r s]
          simp only [mul_add, add_mul, mul_smul_comm, smul_mul_assoc, mul_assoc, number]
          abel
  have hW : ∀ r, c p * c r * a r * a q * hopField u c a p q
      = ∑ s, (u p s - u q s) • (c p * c r * c s * a s * a r * a q)
        + (u p r - u q r) • (c p * c r * a r * a q) := by
    intro r
    simp only [hopField, mul_sub, Finset.mul_sum, mul_smul_comm, mul_one, hT, smul_add,
      Finset.sum_add_distrib]
    rw [hs q, hs r, hd q]
    module
  refine (nested_commutator h hu hd p q 2).trans ?_
  rw [pow_two, ← mul_assoc, hEW, Finset.sum_mul, ← Finset.sum_add_distrib]
  refine Finset.sum_congr rfl fun r _ => ?_
  rw [smul_mul_assoc, hW, smul_add, Finset.smul_sum]
  simp only [smul_smul, pow_two]

/-- Jordan–Wigner annihilator of mode `p` on the eight occupation states of three modes,
labelled by binary numbers. -/
def jwLower (p : Fin 3) : Matrix (Fin 8) (Fin 8) ℤ := Matrix.of fun i j =>
  if (j : ℕ).testBit p = true ∧ (i : ℕ) + 2 ^ (p : ℕ) = j then
    ∏ q : Fin 3, (if q < p ∧ (j : ℕ).testBit q = true then -1 else 1) else 0

/-- Integer matrices read as complex matrices. -/
def toComplex : Matrix (Fin 8) (Fin 8) ℤ →+* Matrix (Fin 8) (Fin 8) ℂ :=
  (Int.castRingHom ℂ).mapMatrix

/-- The three Jordan–Wigner modes satisfy the canonical anticommutation relations. -/
theorem isCAR_witness :
    IsCAR (fun p => toComplex (jwLower p)ᵀ) (fun p => toComplex (jwLower p)) := by
  have haa : ∀ p q, jwLower p * jwLower q + jwLower q * jwLower p = 0 := by decide +kernel
  have hcc : ∀ p q, (jwLower p)ᵀ * (jwLower q)ᵀ + (jwLower q)ᵀ * (jwLower p)ᵀ = 0 := by
    decide +kernel
  have hac : ∀ p q, jwLower p * (jwLower q)ᵀ + (jwLower q)ᵀ * jwLower p
      = if p = q then 1 else 0 := by decide +kernel
  refine ⟨fun p q => ?_, fun p q => ?_, fun p q => ?_⟩
  · have e := congrArg toComplex (haa p q)
    rwa [map_add, map_mul, map_mul, map_zero] at e
  · have e := congrArg toComplex (hcc p q)
    rwa [map_add, map_mul, map_mul, map_zero] at e
  · have e := congrArg toComplex (hac p q)
    rw [map_add, map_mul, map_mul] at e
    refine e.trans ?_
    split_ifs
    · exact map_one toComplex
    · exact map_zero toComplex

end

end TranscorrelatedJastrow
```

```lean
#print axioms TranscorrelatedJastrow.jastrow_commutator_two_body
#print axioms TranscorrelatedJastrow.double_commutator_three_body
```

```
'TranscorrelatedJastrow.jastrow_commutator_two_body' depends on axioms: [propext, Classical.choice, Quot.sound]
'TranscorrelatedJastrow.double_commutator_three_body' depends on axioms: [propext, Classical.choice, Quot.sound]
```

## How the Lean statements map to the physics

The type `ι` labels the modes, which for electrons are spin orbitals. The operators live in `A`, any ring that is an algebra over ℂ, and the families `c` and `a` are functions from modes to operators. `IsCAR c a` states the three anticommutation relations. These are the relations for an orthonormal orbital basis; with annihilators that are the adjoints of the creators, a non-orthogonal basis would put an overlap matrix in place of $\delta_{pq}$.

`number`, `jastrow` and `hopField` are $n_r$, $J$ and $W_{pq}$. Commutators are written out as $JX-XJ$. The hypotheses `hu` and `hd` are the symmetry and zero diagonal of `u`, whose entries may be complex. All the theorems on commutators of $J$ with a hop assume both, even where the docstring does not repeat them. A nonzero diagonal would add the one-body term $\tfrac12(u_{pp}-u_{qq})\,c_pa_q$ to the first commutator. Nothing requires `c p` to be the adjoint of `a p`, and no vacuum or particle number is specified.

`jastrow_commutator_hop` is the first identity and `jastrow_commutator_two_body` its normal-ordered form. In `nested_commutator`, the notation `^[k]` applies the map $X\mapsto[J,X]$ $k$ times. `double_commutator_three_body` gives the explicit second-order result.

The theorems concern one hopping operator at a time. A full one-body Hamiltonian follows by linearity, but general two-electron interactions, the exponential series and the error from truncating it are not treated. Nor does the file test any program's index order or sign convention: a code that uses $e^{J}He^{-J}$ must reverse the sign of the odd-order terms.

## How the proof follows the algebra

`jastrow_commutator_of_shift` carries out the calculation for a general $X$, using only its shift rule and the symmetry of `u`. Its step `h0` moves $X$ through two number operators, and `hA` and `hB` identify the two linear sums.

`annihilator_mul_number` and `number_mul_hop` supply the shifts. In both, `linear_combination` adds suitable multiples of the anticommutation relations, and `noncomm_ring` checks the remaining identity without reordering the operators. The main theorem then contracts the sums: `hsum` produces the coefficients of $n_r$, and `hc` the constant.

The two-body theorem uses `hT` for the reordering and `h2` for the delta term that cancels the constant. The nested theorem is an induction that rests on `hW`, the commutation of $J$ with $W_{pq}$. The double commutator takes its case $k=2$. Its own local steps `hT` and `hW` normal order a two-body operator multiplied by $n_s$ and by $W_{pq}$.

Finally, `isCAR_witness` exhibits three Jordan–Wigner modes as $8\times8$ matrices. `decide +kernel` checks the relations by exact integer arithmetic, and the ring homomorphism `toComplex` carries them over to complex matrices. This gives a concrete realisation of `IsCAR`, although three modes are too few for a nonzero three-body part.
